# For $K_1<0$ and $K_2>-\tfrac94K_1$, the cubic anisotropy energy $K_1(x^2y^2+y^2z^2+z^2x^2)+K_2x^2y^2z^2$ is lowest exactly along ⟨110⟩

In a cubic ferromagnet with a negative fourth-order anisotropy constant, the fourth-order term on its own pulls the magnetisation towards the body diagonals. A positive sixth-order term penalises those same directions, and if it is strong enough, the magnetisation should settle along the face diagonals instead. The same competition can arise in a Landau expansion for other three-component order parameters, such as the electric polarisation of a cubic perovskite, once the magnitude is held fixed.

In reduced units, I take the energy of a unit vector $(x,y,z)$ to be
$$-(x^2y^2+y^2z^2+z^2x^2)+B\,x^2y^2z^2 .$$
I believe that for $B>9/4$ its minimum is $-1/4$, reached at the [110] directions and nowhere else. Comparing the energies of a few symmetric directions gives me the number $9/4$, but it doesn't exclude a lower energy at some general direction. Is there a proof that covers the whole sphere, and can it be checked in Lean?

## Schur's inequality covers the whole sphere

Yes. It is convenient to keep both constants and write
$$E=K_1(x^2y^2+y^2z^2+z^2x^2)+K_2\,x^2y^2z^2,\qquad K_1<0 .$$
Your case is $K_1=-1$, $K_2=B$, and the threshold $K_2=-\tfrac94K_1$ then becomes $B=\tfrac94$.

Put $a=x^2$, $b=y^2$, $c=z^2$. These are nonnegative and $a+b+c=1$. Let $q=ab+bc+ca$ and $r=abc$, so that $E=K_1q+K_2r$. The Schur sum is
$$S=a(a-b)(a-c)+b(b-a)(b-c)+c(c-a)(c-b).$$
Multiplying out gives
$$S=(a+b+c)^3-4(a+b+c)\,q+9r=1-4q+9r .$$
Hence $q=\tfrac14(1-S+9r)$, and substitution into $E$ yields
$$E=\frac{K_1}{4}-\frac{K_1}{4}\,S+\Bigl(K_2+\frac94K_1\Bigr)r .$$

**The sign of $S$.** Since $S$ is symmetric, call the three numbers $u\ge v\ge w\ge0$. The first two terms of $S$ share a factor $u-v$, and collecting them gives
$$S=(u-v)^2(u+v-w)+w(u-w)(v-w).$$
Both terms are nonnegative, so $S\ge0$.

If $S=0$, both terms vanish. The first gives $u=v$ or $u+v=w$. In the second case $u+(v-w)=0$ with both parts nonnegative, so $u=0$ and all three numbers are zero; thus $u=v$ either way. The second term then gives $w=0$ or $v=w$. So either all three numbers are equal, or one is zero and the other two are equal.

**The bound.** The coefficient $-K_1/4$ is positive and $r\ge0$. If $K_2\ge-\tfrac94K_1$, both corrections are nonnegative and $E\ge K_1/4$ on the whole sphere. Conversely, along [111] we have $a=b=c=\tfrac13$, so $E=K_1/3+K_2/27$. Requiring this to be at least $K_1/4$ gives $K_2\ge-\tfrac94K_1$. Below the threshold, [111] therefore lies lower than [110].

**The minimisers.** Along a face diagonal the squared components are $\tfrac12,\tfrac12,0$, so $q=\tfrac14$, $r=0$ and $E=K_1/4$. Strictly above the threshold, $E=K_1/4$ forces both $S=0$ and $r=0$. The first leaves body and face diagonals, and the second removes the body diagonals, where $r=\tfrac1{27}$. At the threshold the coefficient of $r$ is zero, only $S=0$ is required, and both families are minimisers.

## What the Lean statements say about the crystal

A direction is a function `n : Fin 3 → ℝ`, whose values `n 0`, `n 1`, `n 2` are the components $x,y,z$ along the cubic axes. The set `directions` contains those with unit sum of squares, and `anisotropy K₁ K₂ n` is $E$, with any direction-independent constant left out.

`IsFaceDiagonal` says that one component is zero and the other two have equal squares; `IsBodyDiagonal` says that all three squares are equal. Squares take care of the signs, so each predicate covers the full family of equivalent directions. The zero vector satisfies both, but it is not in `directions`.

- `minimum_at_faceDiagonals` assumes `K₁ < 0` and `-(9 / 4) * K₁ < K₂`. Its `IsLeast` part says that $K_1/4$ is a lower bound for the energies on the sphere and is itself one of them. Its second part says that a direction has this energy if and only if it is a face diagonal.
- `lower_bound_iff` says that, for `K₁ < 0`, the bound $E\ge K_1/4$ holds in every direction if and only if $K_2\ge-\tfrac94K_1$.
- `coexistence` treats equality: the bound holds, and it is reached exactly at the body and face diagonals.

The two constants are inputs. In a ferromagnet they summarise how spin–orbit coupling ties the magnetisation to the lattice; in a Landau expansion whose anisotropy has this form at fixed magnitude, they absorb the powers of that magnitude. The theorems do not minimise over the magnitude, include terms beyond these two, treat $K_1\ge0$, or identify the minimisers below the threshold.

If $K_1$ and $K_2$ have been fitted to total energies from an electronic-structure calculation, the inequality tells whether ⟨110⟩ are the easy directions within this two-constant model with $K_1<0$.

## The checked file

```lean
import Mathlib

open Real

namespace CubicSexticAnisotropy

noncomputable section

/-- The unit vectors of three-dimensional space, in components along the cubic axes. -/
def directions : Set (Fin 3 → ℝ) := {n | n 0 ^ 2 + n 1 ^ 2 + n 2 ^ 2 = 1}

/-- The cubic anisotropy energy `K₁ (x²y² + y²z² + z²x²) + K₂ x²y²z²` of an order parameter
along `n = (x, y, z)`. The reduced form with a single parameter `B` has `K₁ = -1`, `K₂ = B`. -/
def anisotropy (K₁ K₂ : ℝ) (n : Fin 3 → ℝ) : ℝ :=
  K₁ * (n 0 ^ 2 * n 1 ^ 2 + n 1 ^ 2 * n 2 ^ 2 + n 2 ^ 2 * n 0 ^ 2)
    + K₂ * (n 0 ^ 2 * n 1 ^ 2 * n 2 ^ 2)

/-- For a unit vector: `n` is one of the [110] directions, with one component zero and the
other two equal in magnitude. -/
def IsFaceDiagonal (n : Fin 3 → ℝ) : Prop :=
  (n 2 = 0 ∧ n 0 ^ 2 = n 1 ^ 2) ∨ (n 0 = 0 ∧ n 1 ^ 2 = n 2 ^ 2) ∨
    (n 1 = 0 ∧ n 2 ^ 2 = n 0 ^ 2)

/-- For a unit vector: `n` is one of the [111] directions, with all three components equal
in magnitude. -/
def IsBodyDiagonal (n : Fin 3 → ℝ) : Prop :=
  n 0 ^ 2 = n 1 ^ 2 ∧ n 1 ^ 2 = n 2 ^ 2

/-- The cubic symmetric polynomial of Schur's inequality. -/
def schurSum (a b c : ℝ) : ℝ :=
  a * (a - b) * (a - c) + b * (b - a) * (b - c) + c * (c - a) * (c - b)

/-- Schur's inequality with its equality cases: for nonnegative numbers the Schur sum is
nonnegative, and it vanishes exactly when all three are equal or one is zero and the other
two are equal. -/
theorem schur_inequality {a b c : ℝ} (ha : 0 ≤ a) (hb : 0 ≤ b) (hc : 0 ≤ c) :
    0 ≤ schurSum a b c ∧ (schurSum a b c = 0 ↔
      (a = b ∧ b = c) ∨ (c = 0 ∧ a = b) ∨ (a = 0 ∧ b = c) ∨ (b = 0 ∧ c = a)) := by
  -- for ordered variables the sum splits into two nonnegative terms
  have key : ∀ u v w : ℝ, 0 ≤ w → w ≤ v → v ≤ u →
      0 ≤ schurSum u v w ∧ (schurSum u v w = 0 → u = v ∧ (v = w ∨ w = 0)) := by
    intro u v w hw hwv hvu
    have e : schurSum u v w = (u - v) ^ 2 * (u + v - w) + w * ((u - w) * (v - w)) := by
      unfold schurSum; ring
    have h1 : 0 ≤ (u - v) ^ 2 * (u + v - w) := mul_nonneg (sq_nonneg _) (by linarith)
    have h2 : 0 ≤ w * ((u - w) * (v - w)) :=
      mul_nonneg hw (mul_nonneg (by linarith) (by linarith))
    refine ⟨by rw [e]; exact add_nonneg h1 h2, fun h => ?_⟩
    rw [e] at h
    have z1 : (u - v) ^ 2 * (u + v - w) = 0 := by linarith
    have z2 : w * ((u - w) * (v - w)) = 0 := by linarith
    have uv : u = v := by
      rcases mul_eq_zero.1 z1 with q | q
      · exact sub_eq_zero.1 ((pow_eq_zero_iff two_ne_zero).1 q)
      · linarith
    refine ⟨uv, ?_⟩
    rcases mul_eq_zero.1 z2 with q | q
    · exact Or.inr q
    · left
      rcases mul_eq_zero.1 q with q | q <;> linarith
  have p1 : schurSum c b a = schurSum a b c := by unfold schurSum; ring
  have p2 : schurSum b c a = schurSum a b c := by unfold schurSum; ring
  have p3 : schurSum b a c = schurSum a b c := by unfold schurSum; ring
  have p4 : schurSum c a b = schurSum a b c := by unfold schurSum; ring
  have p5 : schurSum a c b = schurSum a b c := by unfold schurSum; ring
  -- the symmetric sum is treated in each ordering of the variables
  have fwd : 0 ≤ schurSum a b c ∧ (schurSum a b c = 0 →
      (a = b ∧ b = c) ∨ (c = 0 ∧ a = b) ∨ (a = 0 ∧ b = c) ∨ (b = 0 ∧ c = a)) := by
    rcases le_total a b with h1 | h1
    · rcases le_total b c with h2 | h2
      · have k := key c b a ha h1 h2
        rw [p1] at k; grind
      · rcases le_total a c with h3 | h3
        · have k := key b c a ha h3 h2
          rw [p2] at k; grind
        · have k := key b a c hc h3 h1
          rw [p3] at k; grind
    · rcases le_total b c with h2 | h2
      · rcases le_total a c with h3 | h3
        · have k := key c a b hb h1 h3
          rw [p4] at k; grind
        · have k := key a c b hb h2 h3
          rw [p5] at k; grind
      · have k := key a b c hc h2 h1
        grind
  refine ⟨fwd.1, fwd.2, fun h => ?_⟩
  unfold schurSum
  rcases h with ⟨h, h'⟩ | ⟨h, h'⟩ | ⟨h, h'⟩ | ⟨h, h'⟩ <;> rw [h, h'] <;> ring

/-- The Schur sum of the squared components vanishes exactly when the components are all
equal in magnitude, or one is zero and the other two are equal in magnitude. -/
theorem schurSum_sq_eq_zero_iff (n : Fin 3 → ℝ) :
    schurSum (n 0 ^ 2) (n 1 ^ 2) (n 2 ^ 2) = 0 ↔ IsBodyDiagonal n ∨ IsFaceDiagonal n := by
  rw [(schur_inequality (sq_nonneg (n 0)) (sq_nonneg (n 1)) (sq_nonneg (n 2))).2]
  simp only [IsBodyDiagonal, IsFaceDiagonal, ne_eq, OfNat.ofNat_ne_zero,
    not_false_eq_true, pow_eq_zero_iff]

/-- On the unit sphere the anisotropy energy is `K₁/4` plus a multiple of the Schur sum
and a multiple of the sextic invariant. -/
theorem anisotropy_eq (K₁ K₂ : ℝ) {n : Fin 3 → ℝ} (hn : n ∈ directions) :
    anisotropy K₁ K₂ n = K₁ / 4 - K₁ / 4 * schurSum (n 0 ^ 2) (n 1 ^ 2) (n 2 ^ 2)
      + (K₂ + 9 / 4 * K₁) * (n 0 ^ 2 * n 1 ^ 2 * n 2 ^ 2) := by
  have h : n 0 ^ 2 + n 1 ^ 2 + n 2 ^ 2 = 1 := hn
  have hz : n 2 ^ 2 = 1 - n 0 ^ 2 - n 1 ^ 2 := by linarith
  unfold anisotropy schurSum
  rw [hz]
  ring

/-- For `K₁ < 0`, the energy is at least `K₁/4` in every direction if and only if
`K₂ ≥ -(9/4) K₁`. -/
theorem lower_bound_iff {K₁ K₂ : ℝ} (hK : K₁ < 0) :
    (∀ n ∈ directions, K₁ / 4 ≤ anisotropy K₁ K₂ n) ↔ -(9 / 4) * K₁ ≤ K₂ := by
  constructor
  · intro H
    -- test the bound along [111]
    have hs : √(1 / 3 : ℝ) ^ 2 = 1 / 3 := Real.sq_sqrt (by norm_num)
    have hmem : (fun _ => √(1 / 3 : ℝ)) ∈ directions := by
      change √(1 / 3 : ℝ) ^ 2 + √(1 / 3 : ℝ) ^ 2 + √(1 / 3 : ℝ) ^ 2 = 1
      rw [hs]; norm_num
    have h := H _ hmem
    simp only [anisotropy, hs] at h
    linarith
  · intro h n hn
    rw [anisotropy_eq K₁ K₂ hn]
    have t1 := mul_nonneg (neg_nonneg.2 hK.le)
      (schur_inequality (sq_nonneg (n 0)) (sq_nonneg (n 1)) (sq_nonneg (n 2))).1
    have t2 : 0 ≤ (K₂ + 9 / 4 * K₁) * (n 0 ^ 2 * n 1 ^ 2 * n 2 ^ 2) :=
      mul_nonneg (by linarith) (by positivity)
    linarith

/-- Every [110] direction has energy `K₁/4`, whatever the two anisotropy constants. -/
theorem anisotropy_faceDiagonal (K₁ K₂ : ℝ) {n : Fin 3 → ℝ} (hn : n ∈ directions)
    (hf : IsFaceDiagonal n) : anisotropy K₁ K₂ n = K₁ / 4 := by
  have hS := (schurSum_sq_eq_zero_iff n).2 (Or.inr hf)
  have hr : n 0 ^ 2 * n 1 ^ 2 * n 2 ^ 2 = 0 := by
    rcases hf with ⟨h, _⟩ | ⟨h, _⟩ | ⟨h, _⟩ <;> rw [h] <;> ring
  rw [anisotropy_eq K₁ K₂ hn, hS, hr]
  ring

/-- For `K₁ < 0` and `K₂ > -(9/4) K₁` the minimum of the anisotropy energy over all
directions is `K₁/4`, and it is attained exactly at the [110] directions. -/
theorem minimum_at_faceDiagonals {K₁ K₂ : ℝ} (hK : K₁ < 0) (hB : -(9 / 4) * K₁ < K₂) :
    IsLeast (anisotropy K₁ K₂ '' directions) (K₁ / 4) ∧
      ∀ n ∈ directions, (anisotropy K₁ K₂ n = K₁ / 4 ↔ IsFaceDiagonal n) := by
  refine ⟨⟨?_, ?_⟩, fun n hn => ⟨fun h => ?_, anisotropy_faceDiagonal K₁ K₂ hn⟩⟩
  · have hs : √(1 / 2 : ℝ) ^ 2 = 1 / 2 := Real.sq_sqrt (by norm_num)
    have hmem : ![√(1 / 2 : ℝ), √(1 / 2 : ℝ), 0] ∈ directions := by
      change √(1 / 2 : ℝ) ^ 2 + √(1 / 2 : ℝ) ^ 2 + (0 : ℝ) ^ 2 = 1
      rw [hs]; norm_num
    exact ⟨_, hmem, anisotropy_faceDiagonal K₁ K₂ hmem (Or.inl ⟨rfl, rfl⟩)⟩
  · rintro _ ⟨n, hn, rfl⟩
    exact (lower_bound_iff hK).2 hB.le n hn
  · -- both nonnegative corrections to K₁/4 must vanish
    rw [anisotropy_eq K₁ K₂ hn] at h
    have t1 := mul_nonneg (neg_nonneg.2 hK.le)
      (schur_inequality (sq_nonneg (n 0)) (sq_nonneg (n 1)) (sq_nonneg (n 2))).1
    have hpos : 0 < K₂ + 9 / 4 * K₁ := by linarith
    have t2 : 0 ≤ (K₂ + 9 / 4 * K₁) * (n 0 ^ 2 * n 1 ^ 2 * n 2 ^ 2) :=
      mul_nonneg hpos.le (by positivity)
    have z1 : K₁ * schurSum (n 0 ^ 2) (n 1 ^ 2) (n 2 ^ 2) = 0 := by linarith
    have z2 : (K₂ + 9 / 4 * K₁) * (n 0 ^ 2 * n 1 ^ 2 * n 2 ^ 2) = 0 := by linarith
    have hr := (mul_eq_zero.1 z2).resolve_left hpos.ne'
    rcases (schurSum_sq_eq_zero_iff n).1 ((mul_eq_zero.1 z1).resolve_left hK.ne) with hb | hf
    · -- a body diagonal has a nonzero sextic invariant
      have h1 : n 0 ^ 2 + n 1 ^ 2 + n 2 ^ 2 = 1 := hn
      obtain ⟨e1, e2⟩ := hb
      have a0 : n 0 ^ 2 = 1 / 3 := by linarith
      have a1 : n 1 ^ 2 = 1 / 3 := by linarith
      have a2 : n 2 ^ 2 = 1 / 3 := by linarith
      rw [a0, a1, a2] at hr
      norm_num at hr
    · exact hf

/-- For `K₁ < 0` and `K₂ = -(9/4) K₁` the energy is at least `K₁/4` in every direction, with
equality exactly at the [111] and the [110] directions. -/
theorem coexistence {K₁ : ℝ} (hK : K₁ < 0) {n : Fin 3 → ℝ} (hn : n ∈ directions) :
    K₁ / 4 ≤ anisotropy K₁ (-(9 / 4) * K₁) n ∧
      (anisotropy K₁ (-(9 / 4) * K₁) n = K₁ / 4 ↔ IsBodyDiagonal n ∨ IsFaceDiagonal n) := by
  refine ⟨(lower_bound_iff hK).2 le_rfl n hn, ?_⟩
  rw [← schurSum_sq_eq_zero_iff, anisotropy_eq K₁ _ hn]
  constructor
  · intro h
    have z : K₁ * schurSum (n 0 ^ 2) (n 1 ^ 2) (n 2 ^ 2) = 0 := by
      linear_combination (-4) * h
    exact (mul_eq_zero.1 z).resolve_left hK.ne
  · intro h
    rw [h]
    ring

end

end CubicSexticAnisotropy
```

```lean
#print axioms CubicSexticAnisotropy.anisotropy_faceDiagonal
-- 'CubicSexticAnisotropy.anisotropy_faceDiagonal' depends on axioms: [propext, Classical.choice, Quot.sound]
#print axioms CubicSexticAnisotropy.minimum_at_faceDiagonals
-- 'CubicSexticAnisotropy.minimum_at_faceDiagonals' depends on axioms: [propext, Classical.choice, Quot.sound]
#print axioms CubicSexticAnisotropy.coexistence
-- 'CubicSexticAnisotropy.coexistence' depends on axioms: [propext, Classical.choice, Quot.sound]
```

## From the Schur sum to the easy directions in Lean

`schur_inequality` contains the main work. Its internal statement `key` is the ordered case $u\ge v\ge w\ge0$: the equation `e` is the two-term splitting above, `h1` and `h2` give the signs of the terms, and `z1` and `z2` say that each vanishes when their sum does. The equations `p1` to `p5` express the symmetry of the Schur sum. The proof then goes through the possible orderings of `a`, `b`, `c`, applies `key` to each, and lets `grind` translate the equality cases back to the original names. The converse, that the listed cases make the sum vanish, is direct substitution.

`schurSum_sq_eq_zero_iff` applies this to the squared components, which turns the algebraic equality cases into body and face diagonals.

`anisotropy_eq` is the decomposition of $E$. It replaces $z^2$ by $1-x^2-y^2$ and lets `ring` confirm the resulting polynomial identity, where the derivation by hand went through $q$ and $r$.

In `lower_bound_iff`, one direction evaluates the assumed bound at the vector with all components $\sqrt{1/3}$, which is the [111] test. The other adds the two nonnegative corrections, named `t1` and `t2`.

`anisotropy_faceDiagonal` sets $S=0$ and $r=0$ in the decomposition, so its value $K_1/4$ holds for any two constants.

`minimum_at_faceDiagonals` shows that the minimum is attained by using the vector $(\sqrt{1/2},\sqrt{1/2},0)$, and takes the lower bound from `lower_bound_iff`. For the minimisers, `z1` and `z2` state that both corrections vanish. Since neither $K_1$ nor $K_2+\tfrac94K_1$ is zero, this gives $S=0$ and $r=0$. In the body-diagonal case the squares are all $\tfrac13$, which contradicts $r=0$, so only the face diagonals remain.

In `coexistence` the sextic correction has coefficient zero. The energy equals $K_1/4$ precisely when $K_1S=0$, hence when $S=0$, and `schurSum_sq_eq_zero_iff` supplies the two families.
